# Exponential embedding with positive densities: every cluster of neighbours has a nonzero many-body increment

When I fit a body-ordered potential to an embedding model, I have to choose the highest order of cluster term to keep. Take a central atom whose neighbours $j$ contribute densities $\rho_j>0$, with energy $E(S)=\exp(-\sum_{j\in S}\rho_j)$ when the set $S$ of neighbours is present. I believe that the many-body increment of a cluster $T$ is $\prod_{j\in T}(e^{-\rho_j}-1)$, which is never zero, so no order below the number of neighbours is exact. Can this be proved rigorously and checked in Lean, in a form that also excludes refitted low-order terms?

## No low-order refit is exact on all subclusters, and truncation errors alternate in sign

Yes. Let $|S|$ be the number of neighbours in $S$, and define the increment for any energy $E$ by

$$\Delta E(T)=\sum_{S\subseteq T}(-1)^{|T\setminus S|}E(S).$$

For the exponential, $E(S)=\prod_{j\in S}e^{-\rho_j}$. Expand $\prod_{j\in T}(e^{-\rho_j}+(-1))$ and let $S$ collect the factors from which the exponential is taken. This gives exactly the sum above, so

$$\Delta E(T)=\prod_{j\in T}(e^{-\rho_j}-1).$$

Each factor is negative, so the sign is $(-1)^{|T|}$.

For refitting, return to a general $E$. If $a\notin T$, separating the subclusters with and without $a$ gives

$$\Delta E(T\cup\{a\})=\Delta E_a(T)-\Delta E(T),\qquad E_a(S)=E(S\cup\{a\}).$$

The increments sum back to the energy, by induction on the cluster for all energies at once. The empty cluster is immediate, and for $a\notin S$ the induction hypothesis for $E_a$ and the recursion give

$$E(S\cup\{a\})=\sum_{T\subseteq S}\Delta E_a(T)=\sum_{T\subseteq S}[\Delta E(T)+\Delta E(T\cup\{a\})].$$

Now let potentials $V$ satisfy $E(S)=\sum_{U\subseteq S}V(U)$ for every $S\subseteq T$. Then $V(T)=\Delta E(T)$, again by induction. The empty cluster is immediate. When $a$ is added to $T$, subtraction gives

$$E_a(S)-E(S)=\sum_{U\subseteq S}V(U\cup\{a\})\qquad(S\subseteq T),$$

so the induction hypothesis and the recursion yield $V(T\cup\{a\})=\Delta E(T\cup\{a\})$. Potentials that vanish above order $n<|T|$ would therefore force $\Delta E(T)=0$, a contradiction for the exponential.

Finally, let $E_n(S)$ be the sum of the exponential's increments over subclusters with at most $n$ neighbours, and let $R_n=E-E_n$. For $a\notin S$ and $x=1-e^{-\rho_a}>0$, the product formula gives $E_{n+1}(S\cup\{a\})=E_{n+1}(S)-xE_n(S)$, while $E(S\cup\{a\})=E(S)-xE(S)$. Hence

$$(-1)^{n+2}R_{n+1}(S\cup\{a\})=(-1)^{n+2}R_{n+1}(S)+x(-1)^{n+1}R_n(S).$$

By induction both terms are nonnegative, and the second is positive if $n<|S|$. The induction starts from zero error for the empty cluster and, at order zero, from $E(S)<1=E_0(S)$ for nonempty $S$. So $R_n(S)$ has sign $(-1)^{n+1}$ whenever $|S|>n$. In this one-atom exponential model, successive truncations below the full order bracket the exact energy.

In the Lean file, `ι` labels the neighbours, a `Finset ι` is a cluster, and `ρ` assigns fixed real densities. The energy is dimensionless, with value one for the bare atom. Order counts neighbours only, so order $n$ means body order $n+1$. The hypothesis `hρ` says that every neighbour in the cluster adds density at the central atom; one beyond a cutoff, with zero density, is excluded.

In `no_finite_body_order`, `V` is an arbitrary function on clusters, but it must reproduce the energies of all subclusters: a constant could match a single energy. The theorems about `embedding` treat one central atom at fixed densities; they do not address other embedding functions or the quality of approximate fits.

```lean
import Mathlib

open Finset

noncomputable section

namespace EmbeddingBodyOrder

variable {ι : Type*}

/-- The exponential embedding energy of a central atom whose neighbours `j ∈ S`
contribute the densities `ρ j`. -/
def embedding (ρ : ι → ℝ) (S : Finset ι) : ℝ := Real.exp (-∑ j ∈ S, ρ j)

variable [DecidableEq ι]

/-- The many-body increment of the cluster `T`: the alternating sum of the energies of
all its subclusters. -/
def increment (E : Finset ι → ℝ) (T : Finset ι) : ℝ :=
  ∑ S ∈ T.powerset, (-1) ^ (T \ S).card * E S

/-- The expansion of the energy of `S` truncated at order `n`: the sum of the increments
of all subclusters with at most `n` neighbours. -/
def truncated (E : Finset ι → ℝ) (n : ℕ) (S : Finset ι) : ℝ :=
  ∑ T ∈ S.powerset, if T.card ≤ n then increment E T else 0

/-- Adding a new neighbour `a` to `T` gives the increment of the energy with `a` present
minus the increment of the energy without it. -/
theorem increment_insert (E : Finset ι → ℝ) {a : ι} {T : Finset ι} (ha : a ∉ T) :
    increment E (insert a T) = increment (fun S => E (insert a S)) T - increment E T := by
  have h1 : ∑ S ∈ T.powerset, (-1 : ℝ) ^ (insert a T \ S).card * E S
      = -∑ S ∈ T.powerset, (-1 : ℝ) ^ (T \ S).card * E S := by
    rw [← Finset.sum_neg_distrib]
    refine Finset.sum_congr rfl fun S hS => ?_
    have haS : a ∉ S := fun h => ha (Finset.mem_powerset.mp hS h)
    have hset : insert a T \ S = insert a (T \ S) := by
      ext x
      by_cases hx : x = a
      · subst hx
        simp [haS]
      · simp [hx]
    rw [hset, Finset.card_insert_of_notMem (by simp [ha]), pow_succ]
    ring
  have h2 : ∑ S ∈ T.powerset, (-1 : ℝ) ^ (insert a T \ insert a S).card * E (insert a S)
      = ∑ S ∈ T.powerset, (-1 : ℝ) ^ (T \ S).card * E (insert a S) := by
    refine Finset.sum_congr rfl fun S _ => ?_
    have hset : insert a T \ insert a S = T \ S := by
      ext x
      by_cases hx : x = a
      · subst hx
        simp [ha]
      · simp [hx]
    rw [hset]
  unfold increment
  rw [Finset.sum_powerset_insert ha, h1, h2]
  ring

/-- The energy of any cluster is the sum of the increments of all its subclusters. -/
theorem cluster_expansion (E : Finset ι → ℝ) (S : Finset ι) :
    E S = ∑ T ∈ S.powerset, increment E T := by
  induction S using Finset.induction_on generalizing E with
  | empty => simp [increment]
  | insert a S ha ih =>
    have h1 : E (insert a S) = ∑ T ∈ S.powerset, increment (fun U => E (insert a U)) T :=
      ih (fun U => E (insert a U))
    have h2 : ∑ T ∈ S.powerset, increment E (insert a T)
        = ∑ T ∈ S.powerset, (increment (fun U => E (insert a U)) T - increment E T) :=
      Finset.sum_congr rfl fun T hT =>
        increment_insert E fun h => ha (Finset.mem_powerset.mp hT h)
    rw [Finset.sum_powerset_insert ha, h2, Finset.sum_sub_distrib]
    linarith

/-- If cluster potentials `V` reproduce the energy of every subcluster of `T`, then the
potential of `T` is its increment. -/
theorem increment_unique (E V : Finset ι → ℝ) (T : Finset ι)
    (h : ∀ S ⊆ T, E S = ∑ U ∈ S.powerset, V U) : increment E T = V T := by
  induction T using Finset.induction_on generalizing E V with
  | empty => simpa [increment] using h ∅ (Finset.Subset.refl _)
  | insert a T ha ih =>
    have hlin : increment (fun S => E (insert a S)) T - increment E T
        = increment (fun S => E (insert a S) - E S) T := by
      simp only [increment, mul_sub, Finset.sum_sub_distrib]
    rw [increment_insert E ha, hlin]
    -- the energy of adding `a` is itself a cluster expansion
    refine ih (fun S => E (insert a S) - E S) (fun U => V (insert a U)) fun S hS => ?_

    rw [h _ (Finset.insert_subset_insert a hS), h S (hS.trans (Finset.subset_insert a T)),
      Finset.sum_powerset_insert (fun h' => ha (hS h'))]
    ring

/-- The increment of the exponential embedding energy is the product over the cluster of
the factors `exp (-ρ j) - 1`. -/
theorem increment_embedding (ρ : ι → ℝ) (T : Finset ι) :
    increment (embedding ρ) T = ∏ j ∈ T, (Real.exp (-ρ j) - 1) := by
  simp only [sub_eq_add_neg]
  rw [Finset.prod_add]
  unfold increment
  refine Finset.sum_congr rfl fun S _ => ?_
  rw [Finset.prod_const, embedding, ← Finset.sum_neg_distrib, Real.exp_sum]
  ring

/-- For positive densities the increment of the exponential embedding energy on a cluster `T` is
nonzero and has the sign `(-1) ^ card T`. -/
theorem increment_sign (ρ : ι → ℝ) (T : Finset ι) (hρ : ∀ j ∈ T, 0 < ρ j) :
    0 < (-1) ^ T.card * increment (embedding ρ) T := by
  rw [increment_embedding, ← Finset.prod_const, ← Finset.prod_mul_distrib]
  refine Finset.prod_pos fun j hj => ?_
  have := Real.exp_lt_one_iff.mpr (neg_lt_zero.mpr (hρ j hj))
  linarith

/-- For positive densities, no cluster potentials of order at most `n` reproduce the embedding
energy on all subclusters of a cluster with more than `n` neighbours. -/
theorem no_finite_body_order (ρ : ι → ℝ) (T : Finset ι) (hρ : ∀ j ∈ T, 0 < ρ j)
    (n : ℕ) (hn : n < T.card) :
    ¬ ∃ V : Finset ι → ℝ, (∀ U, n < U.card → V U = 0) ∧
      ∀ S ⊆ T, embedding ρ S = ∑ U ∈ S.powerset, V U := by
  rintro ⟨V, hV, hE⟩
  have h := increment_sign ρ T hρ
  rw [increment_unique _ V T hE, hV T hn, mul_zero] at h
  exact lt_irrefl _ h

/-- Truncation at order zero leaves the energy of the bare atom, which is one. -/
theorem truncated_zero (ρ : ι → ℝ) (S : Finset ι) : truncated (embedding ρ) 0 S = 1 := by
  rw [truncated, Finset.sum_eq_single ∅]
  · simp [increment, embedding]
  · intro U _ hU
    have hc : ¬ U.card ≤ 0 := by simpa using hU
    exact if_neg hc
  · simp

/-- A new neighbour `a` changes the embedding energy's truncated expansion of order `n + 1` by
`exp (-ρ a) - 1` times the truncated expansion of order `n`. -/
theorem truncated_insert (ρ : ι → ℝ) (n : ℕ) {a : ι} {S : Finset ι} (ha : a ∉ S) :
    truncated (embedding ρ) (n + 1) (insert a S) = truncated (embedding ρ) (n + 1) S
      + (Real.exp (-ρ a) - 1) * truncated (embedding ρ) n S := by
  unfold truncated
  rw [Finset.sum_powerset_insert ha, Finset.mul_sum]
  congr 1
  refine Finset.sum_congr rfl fun U hU => ?_
  have haU : a ∉ U := fun h => ha (Finset.mem_powerset.mp hU h)
  simp only [Finset.card_insert_of_notMem haU, increment_embedding, Finset.prod_insert haU]
  by_cases h : U.card ≤ n <;> simp [h]

/-- For positive densities and more than `n` neighbours, the exact embedding energy minus its
truncation at order `n` is nonzero and has the sign `(-1) ^ (n + 1)`. -/
theorem truncation_error_sign (ρ : ι → ℝ) (S : Finset ι) (hρ : ∀ j ∈ S, 0 < ρ j)
    (n : ℕ) (hn : n < S.card) :
    0 < (-1) ^ (n + 1) * (embedding ρ S - truncated (embedding ρ) n S) := by
  have key : ∀ A : Finset ι, (∀ j ∈ A, 0 < ρ j) → ∀ m : ℕ,
      0 ≤ (-1) ^ (m + 1) * (embedding ρ A - truncated (embedding ρ) m A) ∧
      (m < A.card → 0 < (-1) ^ (m + 1) * (embedding ρ A - truncated (embedding ρ) m A)) := by
    intro A
    induction A using Finset.induction_on with
    | empty =>
      intro _ m
      simp [truncated, increment, embedding]
    | insert a A ha ih =>
      intro hA m
      have hA' : ∀ j ∈ A, 0 < ρ j := fun j hj => hA j (Finset.mem_insert_of_mem hj)
      cases m with
      | zero =>
        have hlt : embedding ρ (insert a A) < 1 :=
          Real.exp_lt_one_iff.mpr
            (neg_lt_zero.mpr (Finset.sum_pos hA (Finset.insert_nonempty a A)))
        have h : 0 < (-1 : ℝ) ^ (0 + 1) * (embedding ρ (insert a A) - 1) := by
          rw [zero_add, pow_one]
          linarith
        rw [truncated_zero]
        exact ⟨h.le, fun _ => h⟩
      | succ m =>
        have hx : 0 < 1 - Real.exp (-ρ a) :=
          sub_pos.mpr (Real.exp_lt_one_iff.mpr
            (neg_lt_zero.mpr (hA a (Finset.mem_insert_self a A))))
        have hE : embedding ρ (insert a A) = Real.exp (-ρ a) * embedding ρ A := by
          simp only [embedding, Finset.sum_insert ha, neg_add, Real.exp_add]
        -- the new error is a sum of two errors of the same sign
        have split : (-1 : ℝ) ^ (m + 1 + 1) * (embedding ρ (insert a A)
              - truncated (embedding ρ) (m + 1) (insert a A))
            = (-1) ^ (m + 1 + 1) * (embedding ρ A - truncated (embedding ρ) (m + 1) A)
              + (1 - Real.exp (-ρ a)) *
                ((-1) ^ (m + 1) * (embedding ρ A - truncated (embedding ρ) m A)) := by
          rw [hE, truncated_insert ρ m ha]
          ring
        have h1 := ih hA' (m + 1)
        have h0 := ih hA' m
        rw [split]
        refine ⟨add_nonneg h1.1 (mul_nonneg hx.le h0.1), fun hc =>
          add_pos_of_nonneg_of_pos h1.1 (mul_pos hx (h0.2 ?_))⟩
        rw [Finset.card_insert_of_notMem ha] at hc
        omega
  exact (key S hρ n).2 hn

end EmbeddingBodyOrder
```

```lean
#print axioms EmbeddingBodyOrder.cluster_expansion
#print axioms EmbeddingBodyOrder.increment_sign
#print axioms EmbeddingBodyOrder.no_finite_body_order
#print axioms EmbeddingBodyOrder.truncation_error_sign
```

```
'EmbeddingBodyOrder.cluster_expansion' depends on axioms: [propext, Classical.choice, Quot.sound]
'EmbeddingBodyOrder.increment_sign' depends on axioms: [propext, Classical.choice, Quot.sound]
'EmbeddingBodyOrder.no_finite_body_order' depends on axioms: [propext, Classical.choice, Quot.sound]
'EmbeddingBodyOrder.truncation_error_sign' depends on axioms: [propext, Classical.choice, Quot.sound]
```

`increment_insert` is the recursion; its two auxiliary sums track the signs without and with `a`. `cluster_expansion` and `increment_unique` are the two inductions, with `generalizing` allowing the hypothesis to be applied to a changed energy. `increment_embedding` expands the product through `Finset.prod_add`, and `increment_sign` absorbs one minus sign into each factor. `no_finite_body_order` combines the sign with uniqueness.

`truncated_zero` and `truncated_insert` supply the order-zero value and the recursion for $E_{n+1}$. In `truncation_error_sign`, the statement `key` carries the weak and strict inequalities together, because the smaller cluster may already be exact at order $n+1$. The identity `split` is the displayed error recursion, with `m` for $n$ and `A` for $S$.
